# Godsil–McKay switching on one vertex set preserves the Hückel spectrum

A program that recognises conjugated skeletons by their Hückel levels will confuse a six-membered ring plus an isolated atom with a seven-atom "spider", a centre carrying three legs of two bonds each. The levels agree with their multiplicities, but the bonding differs. Godsil–McKay switching produces such pairs, though sometimes it only relabels the graph it started from.

The setting is non-interacting and finite. With one site energy $\alpha$ and one resonance integral $\beta$ between bonded atoms, the Hückel Hamiltonian is $\alpha 1+\beta A$, so an eigenvalue $E$ of $A$ gives the level $\alpha+\beta E$.

In Lean 4 with Mathlib:

```lean
import Mathlib

open Matrix

namespace GodsilMcKaySwitching

noncomputable section

variable {m n : Type*} [Fintype m] [DecidableEq m] [Fintype n] [DecidableEq n]
```

## The graph and its switch

Split the vertices into a switching set $m$ and a remainder $n$, and write

$$A=\begin{pmatrix}C&N\\N^T&D\end{pmatrix}.$$

The type `m ⊕ n` labels all the vertices, and the entries are real.

```lean
/-- The matrix of a graph whose vertices are split into a switching set `m` and a remainder `n`:
`C` and `D` describe the bonds inside the two parts, `N` the bonds between them. -/
def graphMatrix (C : Matrix m m ℝ) (N : Matrix m n ℝ) (D : Matrix n n ℝ) :
    Matrix (m ⊕ n) (m ⊕ n) ℝ :=
  fromBlocks C N Nᵀ D
```

Let $s_j=\sum_k N_{kj}$ be the number of bonds from outside vertex $j$ into $m$. If $s_j=|m|/2$, switching replaces $N_{ij}$ by $1-N_{ij}$ for every $i$ in $m$; other columns stay as they are.

```lean
/-- Switching: each column of `N` whose sum is half the size of the switching set is
complemented, and the other columns are kept. -/
def switch (N : Matrix m n ℝ) : Matrix m n ℝ :=
  Matrix.of fun i j => if 2 * ∑ k, N k j = (Fintype.card m : ℝ) then 1 - N i j else N i j
```

The hypotheses are that $C$ is symmetric with all row sums equal to some $r$, that $N_{ij}$ is 0 or 1, and that $s_j$ is $0$, $|m|/2$ or $|m|$. Nothing is asked of $D$, which may carry heteroatom terms and need not even be symmetric. There is a single switching set; the general Godsil–McKay construction allows several at once.

```lean
/-- The switching conditions: `C` is symmetric with constant row sums, and each outside vertex
is joined to none, half or all of the switching set. -/
structure Switchable (C : Matrix m m ℝ) (N : Matrix m n ℝ) : Prop where
  symm : C.IsSymm
  regular : ∃ r : ℝ, ∀ i, ∑ j, C i j = r
  zero_one : ∀ i j, N i j = 0 ∨ N i j = 1
  column : ∀ j, ∑ k, N k j = 0 ∨ 2 * ∑ k, N k j = (Fintype.card m : ℝ) ∨
    ∑ k, N k j = (Fintype.card m : ℝ)
```

## A reflection that performs the switch

Let $J$ be the all-ones matrix and, for non-empty $m$, set $R=\frac{2}{|m|}J-1$.

```lean
/-- The matrix `(2/|m|) J - 1` on a non-empty switching set `m`, where `J` is the all-ones
matrix. -/
def reflection (m : Type*) [Fintype m] [DecidableEq m] : Matrix m m ℝ :=
  Matrix.of fun i j => 2 / (Fintype.card m : ℝ) - if i = j then 1 else 0
```

Extend it by the identity on the other vertices: $P=R\oplus 1$.

```lean
/-- The matrix that acts as `reflection` on a non-empty switching set and as the identity on
the remaining vertices. -/
def blockReflection (m n : Type*) [Fintype m] [DecidableEq m] [DecidableEq n] :
    Matrix (m ⊕ n) (m ⊕ n) ℝ :=
  fromBlocks (reflection m) 0 0 1
```

Multiplying out, for any matrix $M$ with rows in $m$,

$$(RM)_{ij}=\frac{2}{|m|}\sum_k M_{kj}-M_{ij}.$$

```lean
/-- On a non-empty switching set, the reflection replaces each entry of a column by twice the
column mean minus that entry. -/
theorem reflection_mul_apply [Nonempty m] {p : Type*} (M : Matrix m p ℝ) (i : m) (j : p) :
    (reflection m * M) i j = 2 / (Fintype.card m : ℝ) * ∑ k, M k j - M i j := by
  simp [reflection, Matrix.mul_apply, sub_mul, Finset.sum_sub_distrib, Finset.mul_sum]
```

$R$ is visibly symmetric. Each of its columns sums to $|m|\cdot\frac{2}{|m|}-1=1$, so putting $M=R$ gives $(R^2)_{ij}=\frac{2}{|m|}-R_{ij}=\delta_{ij}$.

```lean
/-- On a non-empty switching set, the reflection is symmetric and is its own inverse. -/
theorem reflection_symm_involutive [Nonempty m] :
    (reflection m)ᵀ = reflection m ∧ reflection m * reflection m = 1 := by
  have hc : (Fintype.card m : ℝ) ≠ 0 := Nat.cast_ne_zero.mpr Fintype.card_ne_zero
  constructor
  · ext i j
    by_cases h : i = j
    · subst h; rfl
    · simp [reflection, h, Ne.symm h]
  · ext i j
    -- every column of the reflection sums to one
    have hs : ∑ k, reflection m k j = (Fintype.card m : ℝ) * (2 / (Fintype.card m : ℝ)) - 1 := by
      simp [reflection, Finset.sum_sub_distrib]
    have h2 : (Fintype.card m : ℝ) * (2 / (Fintype.card m : ℝ)) = 2 := by field_simp
    rw [reflection_mul_apply, hs, h2, Matrix.one_apply]
    simp only [reflection, Matrix.of_apply]
    ring
```

By symmetry the column sums of $C$ are also $r$. Hence $(RC)_{ij}=\frac{2r}{|m|}-C_{ij}$, which is symmetric in $i$ and $j$, and $CR=(RC)^T=RC$.

```lean
/-- The reflection of a non-empty switching set commutes with a symmetric matrix `C` of
constant row sums. -/
theorem reflection_commute [Nonempty m] {C : Matrix m m ℝ} (hC : C.IsSymm) {r : ℝ}
    (hr : ∀ i, ∑ j, C i j = r) : reflection m * C = C * reflection m := by
  have hcol : ∀ j, ∑ k, C k j = r := fun j => by
    rw [← hr j]
    exact Finset.sum_congr rfl fun k _ => hC.apply j k
  have ht : C * reflection m = (reflection m * C)ᵀ := by
    rw [Matrix.transpose_mul, reflection_symm_involutive.1, hC.eq]
  rw [ht]
  ext i j
  rw [Matrix.transpose_apply, reflection_mul_apply, reflection_mul_apply, hcol j, hcol i,
    hC.apply i j]
```

For $N$ there are three cases:

- If $s_j=0$, every entry of the column is 0, and $R$ returns $0-0=0$.
- If $s_j=|m|/2$, it returns $1-N_{ij}$.
- If $s_j=|m|$, every entry is 1, and it returns $2-1=1$.

So $RN$ is the switched $N$. The first and last cases use the fact that non-negative terms with zero sum all vanish, applied to $N_{kj}$ and to $1-N_{kj}$.

```lean
omit [Fintype n] [DecidableEq n] in
/-- Under the switching conditions, with a non-empty switching set, reflecting the columns of
`N` is the same as switching them. -/
theorem reflection_mul_eq_switch [Nonempty m] {C : Matrix m m ℝ} {N : Matrix m n ℝ}
    (h : Switchable C N) : reflection m * N = switch N := by
  have hc : (Fintype.card m : ℝ) ≠ 0 := Nat.cast_ne_zero.mpr Fintype.card_ne_zero
  ext i j
  rw [reflection_mul_apply]
  simp only [switch, Matrix.of_apply]
  rcases h.column j with hj | hj | hj
  · -- an empty column is fixed
    have h0 : ∀ k ∈ Finset.univ, 0 ≤ N k j := fun k _ => by
      rcases h.zero_one k j with e | e <;> simp [e]
    have hz : N i j = 0 := (Finset.sum_eq_zero_iff_of_nonneg h0).1 hj i (Finset.mem_univ i)
    have hne : ¬ (2 * ∑ k, N k j = (Fintype.card m : ℝ)) := fun e => hc (by linarith)
    rw [if_neg hne, hj, hz]
    ring
  · -- a half-filled column is complemented
    rw [if_pos hj, div_mul_eq_mul_div, hj, div_self hc]
  · -- a full column is fixed
    have h0 : ∀ k ∈ Finset.univ, 0 ≤ 1 - N k j := fun k _ => by
      rcases h.zero_one k j with e | e <;> rw [e] <;> norm_num
    have hs : ∑ k, (1 - N k j) = 0 := by
      rw [Finset.sum_sub_distrib, hj]
      simp
    have hz : 1 - N i j = 0 := (Finset.sum_eq_zero_iff_of_nonneg h0).1 hs i (Finset.mem_univ i)
    have hne : ¬ (2 * ∑ k, N k j = (Fintype.card m : ℝ)) := fun e => hc (by linarith)
    have h2 : 2 / (Fintype.card m : ℝ) * (Fintype.card m : ℝ) = 2 := by field_simp
    rw [if_neg hne, hj, h2]
    linarith
```

Block multiplication now gives $P^2=1$ and

$$PAP=\begin{pmatrix}RCR&RN\\(RN)^T&D\end{pmatrix},\qquad RCR=CR^2=C.$$

This is the switched matrix $\tilde A$.

```lean
/-- Under the switching conditions, with a non-empty switching set, the block reflection is its
own inverse and conjugates the graph matrix into the switched one. -/
theorem switch_similarity [Nonempty m] {C : Matrix m m ℝ} {N : Matrix m n ℝ}
    (h : Switchable C N) (D : Matrix n n ℝ) :
    blockReflection m n * blockReflection m n = 1 ∧
    blockReflection m n * graphMatrix C N D * blockReflection m n
      = graphMatrix C (switch N) D := by
  obtain ⟨hT, hR⟩ := reflection_symm_involutive (m := m)
  obtain ⟨r, hr⟩ := h.regular
  constructor
  · simp [blockReflection, Matrix.fromBlocks_multiply, hR]
  · have h1 : reflection m * C * reflection m = C := by
      rw [reflection_commute h.symm hr, Matrix.mul_assoc, hR, Matrix.mul_one]
    have h2 := reflection_mul_eq_switch h
    have h3 : Nᵀ * reflection m = (switch N)ᵀ := by
      rw [← h2, Matrix.transpose_mul, hT]
    simp only [blockReflection, graphMatrix, Matrix.fromBlocks_multiply, Matrix.zero_mul,
      Matrix.mul_zero, add_zero, zero_add, Matrix.one_mul, Matrix.mul_one]
    rw [h1, h2, h3]
```

## Equal levels, related orbitals

The proof turns on `Matrix.charpoly_mul_comm`: for square matrices, $XY$ and $YX$ have the same characteristic polynomial, with no invertibility required. Taking $X=PA$ and $Y=P$ moves the last factor to the front, and $P(PA)=P^2A=A$.

```lean
/-- **Godsil-McKay switching**: under the switching conditions, with a non-empty switching set,
the graph matrix and the switched matrix have the same characteristic polynomial. -/
theorem charpoly_switch [Nonempty m] {C : Matrix m m ℝ} {N : Matrix m n ℝ}
    (h : Switchable C N) (D : Matrix n n ℝ) :
    (graphMatrix C (switch N) D).charpoly = (graphMatrix C N D).charpoly := by
  obtain ⟨hP, hA⟩ := switch_similarity h D
  rw [← hA, Matrix.charpoly_mul_comm, ← Matrix.mul_assoc, hP, Matrix.one_mul]
```

If $Ax=Ex$, then $\tilde A(Px)=PAP^2x=PAx=E\,Px$. The theorem doesn't require $x$ to be normalised or non-zero, but $P$ is orthogonal, so a normalised orbital stays normalised.

In a calculation this saves a second diagonalisation: on $m$, replace each coefficient by twice the mean over $m$ minus itself, and leave the rest alone.

```lean
/-- Under the switching conditions, with a non-empty switching set, the block reflection carries
a solution `x` of the Hückel equation `A x = E x` to a solution for the switched matrix with the
same `E`. -/
theorem orbital_switch [Nonempty m] {C : Matrix m m ℝ} {N : Matrix m n ℝ}
    (h : Switchable C N) (D : Matrix n n ℝ) {x : m ⊕ n → ℝ} {E : ℝ}
    (hx : graphMatrix C N D *ᵥ x = E • x) :
    graphMatrix C (switch N) D *ᵥ (blockReflection m n *ᵥ x)
      = E • (blockReflection m n *ᵥ x) := by
  obtain ⟨hP, hA⟩ := switch_similarity h D
  rw [← hA, Matrix.mulVec_mulVec, Matrix.mul_assoc, hP, Matrix.mul_one,
    ← Matrix.mulVec_mulVec, hx, Matrix.mulVec_smul]
```

Switching also keeps entries 0 or 1, the matrix symmetric and the diagonal zero, so a simple graph yields a simple graph. This needs neither the constant row sums of $C$ nor the condition on the column sums of $N$.

```lean
omit [DecidableEq m] [Fintype n] [DecidableEq n] in
/-- Switching turns the adjacency matrix of a simple graph into the adjacency matrix of a simple
graph. -/
theorem isAdjMatrix_switch {C : Matrix m m ℝ} {N : Matrix m n ℝ} {D : Matrix n n ℝ}
    (hA : (graphMatrix C N D).IsAdjMatrix) : (graphMatrix C (switch N) D).IsAdjMatrix := by
  have hs : ∀ i j, switch N i j = 0 ∨ switch N i j = 1 := fun i j => by
    have h : N i j = 0 ∨ N i j = 1 := hA.zero_or_one (Sum.inl i) (Sum.inr j)
    simp only [switch, Matrix.of_apply]
    split_ifs
    · rcases h with h | h <;> simp [h]
    · exact h
  refine ⟨?_, Matrix.IsSymm.ext ?_, ?_⟩
  · rintro (i | i) (j | j)
    · exact hA.zero_or_one (Sum.inl i) (Sum.inl j)
    · exact hs i j
    · exact hs j i
    · exact hA.zero_or_one (Sum.inr i) (Sum.inr j)
  · rintro (i | i) (j | j)
    · exact hA.symm.apply (Sum.inl i) (Sum.inl j)
    · rfl
    · rfl
    · exact hA.symm.apply (Sum.inr i) (Sum.inr j)
  · rintro (i | i)
    · exact hA.apply_diag (Sum.inl i)
    · exact hA.apply_diag (Sum.inr i)
```

## The spider and the ring

Let $m$ hold the centre (index 0) and the three leg ends (1, 2, 3), and let $n$ hold the three middle atoms. There are no bonds within either part, so $C=D=0$.

```lean
/-- Bonds of the spider: a centre with three legs of two bonds each. -/
def spiderN : Matrix (Fin 4) (Fin 3) ℝ := !![1, 1, 1; 1, 0, 0; 0, 1, 0; 0, 0, 1]
```

Each middle atom touches the centre and one end, which is half of $m$. Complementing disconnects the centre and joins each end to the two middle atoms it did not touch before, closing a six-membered ring.

```lean
/-- Bonds of a six-membered ring together with one isolated vertex. -/
def ringN : Matrix (Fin 4) (Fin 3) ℝ := !![0, 0, 0; 0, 1, 1; 1, 0, 1; 1, 1, 0]
```

The column sums are checked for each column, and the entries of $N$ and of its switch one at a time.

```lean
/-- The spider meets the switching conditions, and switching turns it into the six-membered ring
with an isolated vertex. -/
theorem spider_witness :
    Switchable (0 : Matrix (Fin 4) (Fin 4) ℝ) spiderN ∧ switch spiderN = ringN := by
  have h : ∀ j, 2 * ∑ k, spiderN k j = (Fintype.card (Fin 4) : ℝ) := by
    intro j
    fin_cases j <;> simp [spiderN, Fin.sum_univ_four] <;> norm_num
  refine ⟨⟨by simp [Matrix.IsSymm], ⟨0, by simp⟩, ?_, fun j => Or.inr (Or.inl (h j))⟩, ?_⟩
  · intro i j
    fin_cases i <;> fin_cases j <;> simp [spiderN]
  · ext i j
    simp only [switch, Matrix.of_apply]
    rw [if_pos (h j)]
    fin_cases i <;> fin_cases j <;> simp [spiderN, ringN]
```

The characteristic polynomials therefore agree. A relabelling $\sigma$ would have to match the ring graph's zero row with a row of the spider, and the spider has no zero row.

In code, the pair makes a compact test case: both matrices should give the eigenvalues $\pm2,\pm1,\pm1,0$ up to rounding, while a graph-isomorphism check should tell them apart.

```lean
/-- The spider and the six-membered ring with an isolated vertex have the same characteristic
polynomial, yet no relabelling of the vertices turns one into the other. -/
theorem spider_ring_cospectral :
    (graphMatrix 0 spiderN 0).charpoly = (graphMatrix 0 ringN 0).charpoly ∧
    ∀ σ : Equiv.Perm (Fin 4 ⊕ Fin 3),
      (graphMatrix 0 spiderN 0).submatrix σ σ ≠ graphMatrix 0 ringN 0 := by
  constructor
  · rw [← spider_witness.2]
    exact (charpoly_switch spider_witness.1 0).symm
  · intro σ h
    -- the ring graph has an isolated vertex, the spider has none
    have hring : ∀ w, graphMatrix 0 ringN 0 (Sum.inl 0) w = 0 := by
      rintro (k | k)
      · simp [graphMatrix]
      · fin_cases k <;> simp [graphMatrix, ringN]
    have hspider : ∀ u, ∃ v, graphMatrix 0 spiderN 0 u v ≠ 0 := by
      rintro (i | j)
      · fin_cases i
        · exact ⟨Sum.inr 0, by simp [graphMatrix, spiderN]⟩
        · exact ⟨Sum.inr 0, by simp [graphMatrix, spiderN]⟩
        · exact ⟨Sum.inr 1, by simp [graphMatrix, spiderN]⟩
        · exact ⟨Sum.inr 2, by simp [graphMatrix, spiderN]⟩
      · exact ⟨Sum.inl 0, by fin_cases j <;> simp [graphMatrix, spiderN]⟩
    obtain ⟨v, hv⟩ := hspider (σ (Sum.inl 0))
    have h' := congrFun (congrFun h (Sum.inl 0)) (σ.symm v)
    rw [Matrix.submatrix_apply, Equiv.apply_symm_apply, hring] at h'
    exact hv h'

end

end GodsilMcKaySwitching
```

```lean
#print axioms GodsilMcKaySwitching.charpoly_switch
#print axioms GodsilMcKaySwitching.orbital_switch
#print axioms GodsilMcKaySwitching.isAdjMatrix_switch
#print axioms GodsilMcKaySwitching.spider_ring_cospectral
```

```
'GodsilMcKaySwitching.charpoly_switch' depends on axioms: [propext, Classical.choice, Quot.sound]
'GodsilMcKaySwitching.orbital_switch' depends on axioms: [propext, Classical.choice, Quot.sound]
'GodsilMcKaySwitching.isAdjMatrix_switch' depends on axioms: [propext, Classical.choice, Quot.sound]
'GodsilMcKaySwitching.spider_ring_cospectral' depends on axioms: [propext, Classical.choice, Quot.sound]
```
